# The 9/2 power law for the C6 integral of Wannier orbitals with fixed radial shape and cutoff radii proportional to the spread

## Radial amplitudes and their C6 integral

A Wannier orbital is modelled here by a spherical amplitude around its centre. Its shape is a function $f$ of a dimensionless radius, and its size is a length $S>0$, called the spread:

$$w^f_S(r)=S^{-3/2}f(r/S).$$

The quadratic spread $\langle r^2\rangle-\langle\mathbf r\rangle^2$, which is often also called the spread of a Wannier function, is an area and is proportional to $S^2$ for a fixed shape; in terms of it the exponent $9/2$ found below becomes $9/4$. The factor $S^{-3/2}$ keeps the norm of the orbital independent of $S$. The orbital is cut off at the radius $cS$, with a fixed number $c>0$. The profile $f$ is continuous and positive on $[0,c]$.

A second orbital has profile $g$, cutoff number $d>0$ and spread $T>0$, with the same conditions on $g$ and $d$. The C6 integral of the pair is

$$C(S,T)=\int_0^{cS}\!dr\int_0^{dT}\!dt\; r^2t^2\,\frac{w^f_S(r)\,w^g_T(t)}{w^f_S(r)+w^g_T(t)}.$$

The factors $r^2$ and $t^2$ come from the volume elements. The angular factors and the constant in front of the C6 formula are left out, since they are the same for every pair.

## Dispersion coefficients from orbital spreads

The coefficient C6 governs the attraction $-C_6/R^6$ between two distant fragments at separation $R$. The amplitude is the square root of a density, and so it is proportional to a local plasma frequency. The quotient in the integrand then has the form $\omega_1\omega_2/(\omega_1+\omega_2)$ known from London's formula.

Dispersion corrections to density functional calculations can be built from such pair terms, and within this one-parameter radial model the power law shows how errors in the spreads propagate: if both lengths $S$ and $T$ are 10% too large, C6 is about 54% too large.

## The scaling law

For every $l>0$,

$$C(S,T)>0,\qquad C(lS,lT)=l^{9/2}\,C(S,T).$$

Both spreads are multiplied by the same factor; the law does not say what happens when only one of them changes. For two equal orbitals, with $g=f$, $d=c$ and $T=S$, it gives $C(S,S)=S^{9/2}\,C(1,1)$, where 1 is the chosen unit of length.

## Counting the powers of $l$

Stretch the spread and the radius together. The argument of $f$ does not change, so

$$w^f_{lS}(lr)=(lS)^{-3/2}f\!\left(\frac{lr}{lS}\right)=l^{-3/2}\,w^f_S(r),$$

and likewise for $g$. Put $k=l^{-3/2}$, $u=w^f_S(r)$ and $v=w^g_T(t)$. The quotient is homogeneous of degree one:

$$\frac{ku\cdot kv}{ku+kv}=k\,\frac{uv}{u+v}.$$

The factor $(lr)^2(lt)^2$ contributes $l^4$, so the whole integrand is multiplied by $l^4\,l^{-3/2}$.

In $C(lS,lT)$ the radii run up to $l\,cS$ and $l\,dT$. Substituting $r\to lr$ and $t\to lt$ restores the limits $cS$ and $dT$, and each substitution gives one factor $l$ from the differential. Altogether

$$C(lS,lT)=l^{2}\cdot l^{4}\cdot l^{-3/2}\,C(S,T)=l^{9/2}\,C(S,T).$$

## Why the integral is positive

On the rectangle $[0,cS]\times[0,dT]$ both amplitudes are continuous and positive. The denominator therefore has no zero, and the integrand is continuous. Since the rectangle is compact, the inner integral

$$I(r)=\int_0^{dT} r^2t^2\,\frac{w^f_S(r)\,w^g_T(t)}{w^f_S(r)+w^g_T(t)}\,dt$$

is a continuous function of $r$. For $0<r<cS$ its integrand is positive at every $t$ in $(0,dT)$, so $I(r)>0$. The same argument applied to $I$ gives $C(S,T)>0$.

## Growth with the spread and the only possible exponent

Take two equal orbitals and spreads $0<S<S'$. Then $S^{9/2}<S'^{\,9/2}$, and multiplication by the positive number $C(1,1)$ gives $C(S,S)<C(S',S')$.

Now suppose that $C(S,S)=S^p\,C(1,1)$ holds for some real $p$ at a single spread $S\neq1$. Comparison with the scaling law and division by $C(1,1)$ give $S^p=S^{9/2}$. Taking logarithms, $p\ln S=\tfrac92\ln S$, and since $\ln S\neq0$, $p=\tfrac92$.

## A negative amplitude reverses the growth

Suppose that $f$ is allowed to be negative, and take two equal orbitals with $f(x)=-1$ on $[0,c]$. The quotient is then $-\tfrac12S^{-3/2}$ everywhere, and

$$C(S,S)=-\tfrac12S^{-3/2}\left(\frac{(cS)^3}{3}\right)^{2}=-\frac{c^6}{18}\,S^{9/2}.$$

The power of $S$ survives, but the integral is negative and decreases with the spread. The overall sign of a Wannier function has no physical meaning, so the amplitude in this formula has to be read as a modulus. The positivity condition expresses that reading, and it also excludes nodes inside the cutoff.

## The model in Lean

The structure `IsProfile f c` collects the conditions on a profile: `cutoff_pos` says $c>0$, `cont` is continuity on the closed interval `Icc 0 c`, and `pos` is positivity there. Nothing is required of $f$ beyond the cutoff, and no normalisation is imposed.

The amplitude $w^f_S(r)$ is `orbital f S r`, with a real exponent $-3/2$. The integrand is `pairDensity f g S T r t`, and $C(S,T)$ is `c6Integral f g c d S T`, an iterated integral with $t$ inside. All quantities are real numbers, so a unit of length has been fixed.

The main theorem, `c6Integral_scaling`, takes a profile condition for each orbital and positive `l`, `S` and `T`. Its conclusion joins the positivity of the integral to the scaling equation. The theorem `c6Integral_equal_orbitals` is the case of two equal orbitals relative to unit spread, while `c6Integral_strictMono` and `exponent_unique` state the two consequences derived above.

The example `exponential_profile_witness` concerns

$$f(x)=\frac{3^{3/4}}{\sqrt\pi}\,e^{-\sqrt3\,x}.$$

With this prefactor the orbital has unit norm over all space, and $S$ is its root-mean-square radius. The theorem itself establishes only the three profile conditions, for every $c>0$.

Two idealisations carry the result. All orbitals of one kind share a single spherical shape, and the cutoff is a fixed multiple of the spread. If the cutoff of an exponential orbital is placed where its density falls to a fixed value, $c$ depends on $S$ and the law does not apply in this form. The C6 formula is itself a definition here; it is not derived from the response of the electrons.

```lean
import Mathlib

open Set

namespace WannierSpreadScaling

noncomputable section

/-- A radial profile with cutoff `c > 0` that is continuous and positive on `[0, c]`. -/
structure IsProfile (f : ℝ → ℝ) (c : ℝ) : Prop where
  cutoff_pos : 0 < c
  cont : ContinuousOn f (Icc 0 c)
  pos : ∀ x ∈ Icc 0 c, 0 < f x

/-- The radial amplitude `S^(-3/2) f(r/S)` of a Wannier orbital with spread `S > 0`. -/
def orbital (f : ℝ → ℝ) (S r : ℝ) : ℝ := S ^ (-(3 / 2) : ℝ) * f (r / S)

/-- The integrand `r² t² w v / (w + v)` for two orbital amplitudes `w` at `r` and `v` at `t`,
meant for positive spreads and amplitudes with nonzero sum. -/
def pairDensity (f g : ℝ → ℝ) (S T r t : ℝ) : ℝ :=
  r ^ 2 * t ^ 2 * (orbital f S r * orbital g T t / (orbital f S r + orbital g T t))

/-- The C6 integral of two Wannier orbitals with spreads `S`, `T > 0` and cutoff radii
`c S`, `d T`, without its universal prefactor. -/
def c6Integral (f g : ℝ → ℝ) (c d S T : ℝ) : ℝ :=
  ∫ r in (0 : ℝ)..c * S, ∫ t in (0 : ℝ)..d * T, pairDensity f g S T r t

/-- Stretching the spread and the radius by `l` multiplies the amplitude by `l^(-3/2)`. -/
theorem orbital_scale (f : ℝ → ℝ) {l S : ℝ} (hl : 0 < l) (hS : 0 < S) (r : ℝ) :
    orbital f (l * S) (l * r) = l ^ (-(3 / 2) : ℝ) * orbital f S r := by
  unfold orbital
  rw [Real.mul_rpow hl.le hS.le, mul_div_mul_left r S hl.ne', mul_assoc]

/-- Stretching both spreads and both radii by `l` multiplies the pair density by
`l⁴ l^(-3/2)`. -/
theorem pairDensity_scale (f g : ℝ → ℝ) {l S T : ℝ} (hl : 0 < l) (hS : 0 < S) (hT : 0 < T)
    (r t : ℝ) : pairDensity f g (l * S) (l * T) (l * r) (l * t) =
      l ^ 4 * l ^ (-(3 / 2) : ℝ) * pairDensity f g S T r t := by
  have hk : l ^ (-(3 / 2) : ℝ) ≠ 0 := (Real.rpow_pos_of_pos hl _).ne'
  unfold pairDensity
  rw [orbital_scale f hl hS, orbital_scale g hl hT]
  generalize l ^ (-(3 / 2) : ℝ) = k at hk ⊢
  generalize orbital f S r = u
  generalize orbital g T t = v
  -- the combination `u v / (u + v)` is homogeneous of degree one
  have h : k * u * (k * v) / (k * u + k * v) = k * (u * v / (u + v)) := by
    rw [← mul_add, mul_assoc, mul_div_mul_left _ _ hk]
    ring
  rw [h]
  ring

/-- Change of variable `r = l x` in a radial integral that starts at the origin. -/
theorem integral_stretch (F : ℝ → ℝ) (l b : ℝ) :
    ∫ r in (0 : ℝ)..l * b, F r = l * ∫ x in (0 : ℝ)..b, F (l * x) := by
  have h := intervalIntegral.smul_integral_comp_mul_left (a := 0) (b := b) F l
  rw [mul_zero, smul_eq_mul] at h
  exact h.symm

/-- Inside its cutoff radius an orbital amplitude agrees with a continuous function that is
positive on the whole line. -/
theorem orbital_extension {f : ℝ → ℝ} {c S : ℝ} (hf : IsProfile f c) (hS : 0 < S) :
    ∃ u : ℝ → ℝ, Continuous u ∧ (∀ r, 0 < u r) ∧
      ∀ r ∈ Icc 0 (c * S), u r = orbital f S r := by
  have hmem : ∀ r : ℝ, max 0 (min (r / S) c) ∈ Icc 0 c := fun r =>
    ⟨le_max_left _ _, max_le hf.cutoff_pos.le (min_le_right _ _)⟩
  have hclamp : Continuous fun r : ℝ => max 0 (min (r / S) c) :=
    continuous_const.max ((continuous_id.div_const S).min continuous_const)
  refine ⟨fun r => S ^ (-(3 / 2) : ℝ) * f (max 0 (min (r / S) c)),
    continuous_const.mul (hf.cont.comp_continuous hclamp hmem),
    fun r => mul_pos (Real.rpow_pos_of_pos hS _) (hf.pos _ (hmem r)), fun r hr => ?_⟩
  have h0 : 0 ≤ r / S := div_nonneg hr.1 hS.le
  have h1 : r / S ≤ c := (div_le_iff₀ hS).2 hr.2
  simp only [orbital, min_eq_left h1, max_eq_right h0]

/-- The C6 integral of two Wannier orbitals whose profiles satisfy `IsProfile` is strictly positive.
-/
theorem c6Integral_pos {f g : ℝ → ℝ} {c d S T : ℝ} (hf : IsProfile f c) (hg : IsProfile g d)
    (hS : 0 < S) (hT : 0 < T) : 0 < c6Integral f g c d S T := by
  obtain ⟨u, hu, hu0, hue⟩ := orbital_extension hf hS
  obtain ⟨v, hv, hv0, hve⟩ := orbital_extension hg hT
  have hcS : 0 < c * S := mul_pos hf.cutoff_pos hS
  have hdT : 0 < d * T := mul_pos hg.cutoff_pos hT
  have hcont : Continuous (Function.uncurry fun r t : ℝ =>
      r ^ 2 * t ^ 2 * (u r * v t / (u r + v t))) := by
    have h1 : Continuous fun p : ℝ × ℝ => u p.1 := hu.comp continuous_fst
    have h2 : Continuous fun p : ℝ × ℝ => v p.2 := hv.comp continuous_snd
    exact ((continuous_fst.pow 2).mul (continuous_snd.pow 2)).mul
      ((h1.mul h2).div (h1.add h2) fun p => (add_pos (hu0 _) (hv0 _)).ne')
  -- replace the amplitudes by their continuous extensions
  have heq : c6Integral f g c d S T = ∫ r in (0 : ℝ)..c * S, ∫ t in (0 : ℝ)..d * T,
      r ^ 2 * t ^ 2 * (u r * v t / (u r + v t)) := by
    unfold c6Integral
    refine intervalIntegral.integral_congr fun r hr => ?_
    refine intervalIntegral.integral_congr fun t ht => ?_
    rw [uIcc_of_le hcS.le] at hr
    rw [uIcc_of_le hdT.le] at ht
    simp only [pairDensity, hue r hr, hve t ht]
  rw [heq]
  -- both the outer and the inner integrand are continuous, and positive on the open interval
  refine intervalIntegral.intervalIntegral_pos_of_pos_on
    ((intervalIntegral.continuous_parametric_intervalIntegral_of_continuous'
      hcont 0 (d * T)).intervalIntegrable _ _) (fun r hr => ?_) hcS
  have hin : Continuous fun t : ℝ => r ^ 2 * t ^ 2 * (u r * v t / (u r + v t)) :=
    hcont.comp (continuous_const.prodMk continuous_id)
  refine intervalIntegral.intervalIntegral_pos_of_pos_on
    (hin.intervalIntegrable _ _) (fun t ht => ?_) hdT
  have hr0 : 0 < r := hr.1
  have ht0 : 0 < t := ht.1
  have hur := hu0 r
  have hvt := hv0 t
  show 0 < r ^ 2 * t ^ 2 * (u r * v t / (u r + v t))
  positivity

/-- Scaling law for two Wannier orbitals whose profiles satisfy `IsProfile`: the C6 integral is
positive, and multiplying both spreads by `l` multiplies it by `l^(9/2)`. -/
theorem c6Integral_scaling {f g : ℝ → ℝ} {c d l S T : ℝ} (hf : IsProfile f c)
    (hg : IsProfile g d) (hl : 0 < l) (hS : 0 < S) (hT : 0 < T) :
    0 < c6Integral f g c d S T ∧
      c6Integral f g c d (l * S) (l * T) = l ^ (9 / 2 : ℝ) * c6Integral f g c d S T := by
  refine ⟨c6Integral_pos hf hg hS hT, ?_⟩
  have inner : ∀ r, ∫ t in (0 : ℝ)..l * (d * T), pairDensity f g (l * S) (l * T) (l * r) t =
      l ^ 5 * l ^ (-(3 / 2) : ℝ) * ∫ t in (0 : ℝ)..d * T, pairDensity f g S T r t := by
    intro r
    rw [integral_stretch _ l (d * T)]
    simp only [pairDensity_scale f g hl hS hT, intervalIntegral.integral_const_mul]
    ring
  -- collect the powers: six from the volume elements, minus three halves from the amplitude
  have hpow : l ^ (9 / 2 : ℝ) = l ^ 6 * l ^ (-(3 / 2) : ℝ) := by
    rw [← Real.rpow_natCast l 6, ← Real.rpow_add hl]
    norm_num
  unfold c6Integral
  rw [show c * (l * S) = l * (c * S) by ring, show d * (l * T) = l * (d * T) by ring,
    integral_stretch _ l (c * S)]
  simp only [inner, intervalIntegral.integral_const_mul]
  rw [hpow]
  ring

/-- For two equal orbitals of spread `S` whose profile satisfies `IsProfile`, the C6 integral is
`S^(9/2)` times its positive value at unit spread. -/
theorem c6Integral_equal_orbitals {f : ℝ → ℝ} {c S : ℝ} (hf : IsProfile f c) (hS : 0 < S) :
    0 < c6Integral f f c c 1 1 ∧
      c6Integral f f c c S S = S ^ (9 / 2 : ℝ) * c6Integral f f c c 1 1 := by
  have h := c6Integral_scaling hf hf hS one_pos one_pos
  rwa [mul_one] at h

/-- For two equal orbitals whose profile satisfies `IsProfile`, the C6 integral grows strictly with
the spread. -/
theorem c6Integral_strictMono {f : ℝ → ℝ} {c S S' : ℝ} (hf : IsProfile f c) (hS : 0 < S)
    (h : S < S') : c6Integral f f c c S S < c6Integral f f c c S' S' := by
  obtain ⟨h1, h2⟩ := c6Integral_equal_orbitals hf hS
  rw [h2, (c6Integral_equal_orbitals hf (hS.trans h)).2]
  exact mul_lt_mul_of_pos_right (Real.rpow_lt_rpow hS.le h (by norm_num)) h1

/-- Let the profile satisfy `IsProfile`. If a power law `S^p` reproduces the C6 integral of two
equal orbitals at one spread `S ≠ 1`, relative to unit spread, then `p = 9/2`. -/
theorem exponent_unique {f : ℝ → ℝ} {c S p : ℝ} (hf : IsProfile f c) (hS : 0 < S)
    (hS1 : S ≠ 1) (h : c6Integral f f c c S S = S ^ p * c6Integral f f c c 1 1) :
    p = 9 / 2 := by
  obtain ⟨h1, h2⟩ := c6Integral_equal_orbitals hf hS
  have h3 : S ^ p = S ^ (9 / 2 : ℝ) := mul_right_cancel₀ h1.ne' (h.symm.trans h2)
  have h4 := congrArg Real.log h3
  rw [Real.log_rpow hS, Real.log_rpow hS] at h4
  exact mul_right_cancel₀ (Real.log_ne_zero_of_pos_of_ne_one hS hS1) h4

/-- The exponential profile `3^(3/4) π^(-1/2) exp(-√3 x)` meets the conditions on a profile
for every cutoff `c > 0`. -/
theorem exponential_profile_witness {c : ℝ} (hc : 0 < c) :
    IsProfile (fun x => 3 ^ (3 / 4 : ℝ) / √Real.pi * Real.exp (-√3 * x)) c where
  cutoff_pos := hc
  cont := (continuous_const.mul
    (Real.continuous_exp.comp (continuous_const.mul continuous_id))).continuousOn
  pos := fun x _ => mul_pos (div_pos (Real.rpow_pos_of_pos (by norm_num) _)
    (Real.sqrt_pos.2 Real.pi_pos)) (Real.exp_pos _)

end

end WannierSpreadScaling
```

```lean
#print axioms WannierSpreadScaling.c6Integral_equal_orbitals
#print axioms WannierSpreadScaling.c6Integral_strictMono
#print axioms WannierSpreadScaling.exponent_unique
```

```
'WannierSpreadScaling.c6Integral_equal_orbitals' depends on axioms: [propext, Classical.choice, Quot.sound]
'WannierSpreadScaling.c6Integral_strictMono' depends on axioms: [propext, Classical.choice, Quot.sound]
'WannierSpreadScaling.exponent_unique' depends on axioms: [propext, Classical.choice, Quot.sound]
```

## From the amplitude to the exponent

The lemma `orbital_scale` is the first step of the power count: it splits $(lS)^{-3/2}$ into two factors and cancels $l$ in the argument of $f$.

In `pairDensity_scale`, the `generalize` steps replace $l^{-3/2}$ and the two amplitudes by the plain variables `k`, `u` and `v`. What remains is the homogeneity of $uv/(u+v)$, proved as `h`, and `ring` then collects the factor $l^4$.

The lemma `integral_stretch` is the change of variable for an integral that starts at the origin. In `c6Integral_scaling` it is used once for each radius. The auxiliary statement `inner` treats the integral over $t$ and finds the factor $l^5\,l^{-3/2}$: four powers from the radii and one from the differential. The integral over $r$ supplies the sixth power, and `hpow` combines $l^6\,l^{-3/2}$ into $l^{9/2}$. The profile conditions enter this theorem only through its positivity half, which is taken from `c6Integral_pos`.

The equal-orbital law follows by setting both original spreads to 1 and using $S$ as the stretching factor. The proof of `c6Integral_strictMono` rewrites both integrals with this law and compares the powers. The proof of `exponent_unique` cancels the positive integral at unit spread, takes logarithms and cancels $\ln S$.

## Clamping the radius to extend the amplitude

The positivity proof turns on `orbital_extension`. A profile is controlled only on $[0,c]$, whereas the Mathlib lemma used for the continuity of the inner integral asks for an integrand that is continuous on the whole plane. Outside the cutoff the original amplitudes may jump, or their sum may vanish.

The remedy is to clamp the scaled radius. The map

$$r\mapsto\max\bigl(0,\min(r/S,\,c)\bigr)$$

is continuous on the whole line and takes values only in $[0,c]$. The Mathlib lemma `ContinuousOn.comp_continuous` says that a function continuous on a set, composed with a continuous map into that set, is continuous everywhere. The file calls it as `hf.cont.comp_continuous hclamp hmem`, where `hclamp` is the continuity of the clamp and `hmem` states that its values lie in $[0,c]$. The extended amplitude is also positive everywhere, because $f$ is only ever evaluated where it is positive. For $0\le r\le cS$ the clamp returns $r/S$, so the extension agrees with the orbital.

In `c6Integral_pos` the extensions are called `u` and `v`. The step `heq` puts them in place of the amplitudes without changing the integral, since the two integrands agree on the rectangle of integration. The lemma `intervalIntegral.intervalIntegral_pos_of_pos_on` is then applied twice, first to the outer integral and then to the inner one. Each time it needs an integrable function that is positive on the open interval, so the zeros of $r^2t^2$ at the origin do no harm.
